# Two electrons in a Slater determinant: the intersite $V$ energy beyond Hartree is $-V\,\mathrm{Tr}(n_{IJ}n_{JI})$

Let two electrons occupy the Slater determinant of two orthonormal orbitals on a finite set of spin-orbitals, and let $I$ and $J$ be disjoint sites. Then

$$\langle V N_I N_J\rangle - V\langle N_I\rangle\langle N_J\rangle = -V\,\mathrm{Tr}(n_{IJ}n_{JI}).$$

Here $N_I$ counts the electrons on site $I$, $V$ is a real number, and $n_{IJ}$ is the block of the one-body density matrix with rows on $I$ and columns on $J$.

## Density–density repulsion between two sites

The constant $V$ stands for an effective Coulomb repulsion between an electron on $I$ and an electron on $J$, taken to be the same for every pair of their orbitals. It is given, not computed. The Hartree value $V\langle N_I\rangle\langle N_J\rangle$ uses only the mean populations, and subtracting it as double counting leaves the exchange part.

For one pair of sites and two electrons in a single determinant, this is the form of the intersite term in DFT+U+V energy functionals.

## States, sites and operators in Lean

The finite type `α` labels an orthonormal basis of spin-orbitals. A two-electron state is an amplitude $\Psi(x,y)$, and a site is a `Finset α`. With $\chi_I(x)=1$ for $x\in I$ and $0$ otherwise (`occ`), the definitions read:

- `OrthonormalPair φ ψ`: both orbitals have norm one and their overlap vanishes.
- `slater φ ψ`: $\Psi(x,y)=\frac{1}{\sqrt2}(\varphi_x\psi_y-\psi_x\varphi_y)$.
- `number I`: multiplication of $\Psi(x,y)$ by $\chi_I(x)+\chi_I(y)$.
- `intersite V I J`: the operator $V N_I N_J$.
- `expect Ψ A`: the matrix element $\langle\Psi,A\Psi\rangle$, without division by the norm. The determinant of orthonormal orbitals has norm one, so for it this is the expectation value.
- `densityMatrix Ψ`: $n_{xy}=2\sum_z\Psi(x,z)\Psi^*(y,z)$, whose trace is the electron number for a normalised state.
- `block n I J`: the rectangular block $n_{IJ}$.

The main theorem, `intersite_exchange`, assumes `OrthonormalPair φ ψ` and `Disjoint I J`. The sites may be empty and need not exhaust the basis, and $V$ may have either sign. The trace runs over spin-orbitals, so elements between opposite spins are included if the orbitals mix spin.

The theorem does not treat correlated states, more than two electrons, or sites that share or have non-orthogonal orbitals. The orbitals are given, not determined self-consistently.

## From pair density to exchange

**Populations.** Antisymmetry makes $|\Psi(x,y)|^2$ symmetric, so the two electrons contribute equally:

$$\langle N_I\rangle=\sum_{x,y}(\chi_I(x)+\chi_I(y))|\Psi(x,y)|^2=2\sum_{x\in I}\sum_y|\Psi(x,y)|^2=\sum_{x\in I}n_{xx}.$$

**Interaction.** The operator $N_IN_J$ multiplies the amplitude by

$$(\chi_I(x)+\chi_I(y))(\chi_J(x)+\chi_J(y)).$$

Since the sites are disjoint, $\chi_I(x)\chi_J(x)=\chi_I(y)\chi_J(y)=0$. The two remaining terms contribute equally, and

$$\langle VN_IN_J\rangle=V\sum_{x\in I}\sum_{y\in J}2|\Psi(x,y)|^2.$$

**Density matrix.** The factor $2$ cancels the squared normalisation of the determinant:

$$\begin{aligned}
n_{xy}&=\sum_z(\varphi_x\psi_z-\psi_x\varphi_z)(\varphi_y^*\psi_z^*-\psi_y^*\varphi_z^*)\\
&=\varphi_x\varphi_y^*\sum_z|\psi_z|^2-\varphi_x\psi_y^*\sum_z\varphi_z^*\psi_z-\psi_x\varphi_y^*\sum_z\psi_z^*\varphi_z+\psi_x\psi_y^*\sum_z|\varphi_z|^2\\
&=\varphi_x\varphi_y^*+\psi_x\psi_y^*.
\end{aligned}$$

**Pair density.** Expanding the determinant gives

$$2|\Psi(x,y)|^2=|\varphi_x|^2|\psi_y|^2+|\psi_x|^2|\varphi_y|^2-\varphi_x\psi_x^*\psi_y\varphi_y^*-\varphi_x^*\psi_x\psi_y^*\varphi_y.$$

The density matrix supplies the two products

$$\begin{aligned}
n_{xx}n_{yy}&=(|\varphi_x|^2+|\psi_x|^2)(|\varphi_y|^2+|\psi_y|^2),\\
n_{xy}n_{yx}&=|\varphi_x|^2|\varphi_y|^2+|\psi_x|^2|\psi_y|^2+\varphi_x\psi_x^*\psi_y\varphi_y^*+\varphi_x^*\psi_x\psi_y^*\varphi_y.
\end{aligned}$$

Their difference is the pair density:

$$2|\Psi(x,y)|^2=n_{xx}n_{yy}-n_{xy}n_{yx}.$$

**Summation.** Sum over $x\in I$ and $y\in J$ and multiply by $V$. The direct term becomes $V\langle N_I\rangle\langle N_J\rangle$ and the exchange term becomes $-V\,\mathrm{Tr}(n_{IJ}n_{JI})$.

**Sign.** The density matrix is Hermitian, $n_{yx}=n_{xy}^*$, so

$$\mathrm{Tr}(n_{IJ}n_{JI})=\sum_{x\in I}\sum_{y\in J}|n_{xy}|^2\ge0.$$

For a repulsive $V$ the exchange contribution therefore lowers the energy or leaves it unchanged.

## The Lean file

```lean
import Mathlib

open ComplexConjugate

namespace IntersiteHubbardV

noncomputable section

variable {α : Type*} [Fintype α] [DecidableEq α]

/-- Two orbitals are orthonormal: each has norm one and their overlap vanishes. -/
def OrthonormalPair (φ ψ : α → ℂ) : Prop :=
  ∑ x, conj (φ x) * φ x = 1 ∧ ∑ x, conj (ψ x) * ψ x = 1 ∧ ∑ x, conj (φ x) * ψ x = 0

/-- The two-electron Slater determinant of the orbitals `φ` and `ψ`. -/
def slater (φ ψ : α → ℂ) : α → α → ℂ := fun x y =>
  (((Real.sqrt 2)⁻¹ : ℝ) : ℂ) * (φ x * ψ y - ψ x * φ y)

/-- The indicator of a site `I`, a set of spin-orbitals. -/
def occ (I : Finset α) (x : α) : ℂ := if x ∈ I then 1 else 0

/-- The operator `N_I`, which counts the electrons on site `I`. -/
def number (I : Finset α) (Ψ : α → α → ℂ) : α → α → ℂ := fun x y =>
  (occ I x + occ I y) * Ψ x y

/-- The intersite interaction operator `V N_I N_J`. -/
def intersite (V : ℝ) (I J : Finset α) (Ψ : α → α → ℂ) : α → α → ℂ := fun x y =>
  (V : ℂ) * number I (number J Ψ) x y

/-- The matrix element `⟨Ψ, A Ψ⟩` of an operator `A` in the two-electron state `Ψ`. -/
def expect (Ψ : α → α → ℂ) (A : (α → α → ℂ) → (α → α → ℂ)) : ℂ :=
  ∑ x, ∑ y, conj (Ψ x y) * A Ψ x y

/-- The one-body density matrix of a two-electron state: one electron is traced out. -/
def densityMatrix (Ψ : α → α → ℂ) : Matrix α α ℂ :=
  Matrix.of fun x y => 2 * ∑ z, Ψ x z * conj (Ψ y z)

/-- The block `n_IJ` of a matrix, with rows on site `I` and columns on site `J`. -/
def block (n : Matrix α α ℂ) (I J : Finset α) : Matrix I J ℂ :=
  n.submatrix Subtype.val Subtype.val

/-- A sum over a site is a sum over all spin-orbitals weighted by the site's indicator. -/
lemma sum_occ (I : Finset α) (f : α → ℂ) : ∑ x ∈ I, f x = ∑ x, occ I x * f x := by
  simp [occ]

omit [Fintype α] [DecidableEq α] in
/-- The trace of `n_IJ n_JI` written out over the spin-orbitals of the two sites. -/
lemma trace_block_mul (n : Matrix α α ℂ) (I J : Finset α) :
    (block n I J * block n J I).trace = ∑ x ∈ I, ∑ y ∈ J, n x y * n y x := by
  simp only [Matrix.trace, Matrix.diag_apply, Matrix.mul_apply, block, Matrix.submatrix_apply]
  rw [← Finset.sum_coe_sort I]
  refine Finset.sum_congr rfl fun x _ => ?_
  exact Finset.sum_coe_sort J (fun y => n x y * n y x)

/-- For an antisymmetric amplitude, normalised or not, the matrix element `⟨Ψ, N_I Ψ⟩` is the trace
of the diagonal block `n_II`. -/
theorem expect_number (Ψ : α → α → ℂ) (hΨ : ∀ x y, Ψ y x = -Ψ x y) (I : Finset α) :
    expect Ψ (number I) = (block (densityMatrix Ψ) I I).trace := by
  have htr : (block (densityMatrix Ψ) I I).trace = ∑ x ∈ I, densityMatrix Ψ x x :=
    Finset.sum_coe_sort I (fun x => densityMatrix Ψ x x)
  -- the two electrons contribute equally
  have hswap : ∑ x, ∑ y, occ I y * (conj (Ψ x y) * Ψ x y)
      = ∑ x, ∑ y, occ I x * (conj (Ψ x y) * Ψ x y) := by
    rw [Finset.sum_comm]
    refine Finset.sum_congr rfl fun x _ => Finset.sum_congr rfl fun y _ => ?_
    rw [hΨ x y, map_neg]
    ring
  calc expect Ψ (number I)
      = ∑ x, ∑ y, occ I x * (conj (Ψ x y) * Ψ x y)
        + ∑ x, ∑ y, occ I y * (conj (Ψ x y) * Ψ x y) := by
        simp only [expect, number, ← Finset.sum_add_distrib]
        refine Finset.sum_congr rfl fun x _ => Finset.sum_congr rfl fun y _ => ?_
        ring
    _ = (block (densityMatrix Ψ) I I).trace := by
        rw [hswap, htr, sum_occ I]
        simp only [densityMatrix, Matrix.of_apply, Finset.mul_sum, ← Finset.sum_add_distrib]
        refine Finset.sum_congr rfl fun x _ => Finset.sum_congr rfl fun y _ => ?_
        ring

/-- For an antisymmetric amplitude, normalised or not, and disjoint sites, the matrix element
`⟨Ψ, V N_I N_J Ψ⟩` is `V` times the sum of `2 |Ψ(x,y)|²` over `x` in `I` and `y` in `J`. -/
theorem expect_intersite (Ψ : α → α → ℂ) (hΨ : ∀ x y, Ψ y x = -Ψ x y) (V : ℝ)
    {I J : Finset α} (hIJ : Disjoint I J) :
    expect Ψ (intersite V I J)
      = V * ∑ x ∈ I, ∑ y ∈ J, 2 * (conj (Ψ x y) * Ψ x y) := by
  -- no spin-orbital lies on both sites
  have h0 : ∀ x, occ I x * occ J x = 0 := by
    intro x
    by_cases h1 : x ∈ I
    · simp [occ, Finset.disjoint_left.mp hIJ h1]
    · simp [occ, h1]
  have hswap : ∑ x, ∑ y, occ I y * occ J x * (conj (Ψ x y) * Ψ x y)
      = ∑ x, ∑ y, occ I x * occ J y * (conj (Ψ x y) * Ψ x y) := by
    rw [Finset.sum_comm]
    refine Finset.sum_congr rfl fun x _ => Finset.sum_congr rfl fun y _ => ?_
    rw [hΨ x y, map_neg]
    ring
  have hsum : ∑ x ∈ I, ∑ y ∈ J, 2 * (conj (Ψ x y) * Ψ x y)
      = ∑ x, ∑ y, occ I x * occ J y * (conj (Ψ x y) * Ψ x y)
        + ∑ x, ∑ y, occ I y * occ J x * (conj (Ψ x y) * Ψ x y) := by
    rw [hswap, ← two_mul, sum_occ I, Finset.mul_sum]
    refine Finset.sum_congr rfl fun x _ => ?_
    rw [sum_occ J, Finset.mul_sum, Finset.mul_sum]
    refine Finset.sum_congr rfl fun y _ => ?_
    ring
  rw [hsum]
  simp only [expect, intersite, number, ← Finset.sum_add_distrib, Finset.mul_sum]
  refine Finset.sum_congr rfl fun x _ => Finset.sum_congr rfl fun y _ => ?_
  linear_combination (V : ℂ) * conj (Ψ x y) * Ψ x y * (h0 x + h0 y)

omit [Fintype α] [DecidableEq α] in
/-- Products of Slater amplitudes, with the normalisation factor cancelled. -/
lemma slater_mul_conj (φ ψ : α → ℂ) (x y x' y' : α) :
    2 * (slater φ ψ x y * conj (slater φ ψ x' y')) = (φ x * ψ y - ψ x * φ y)
      * (conj (φ x') * conj (ψ y') - conj (ψ x') * conj (φ y')) := by
  have h : (((Real.sqrt 2)⁻¹ : ℝ) : ℂ) ^ 2 = 1 / 2 := by
    rw [← Complex.ofReal_pow, inv_pow, Real.sq_sqrt (by norm_num)]
    norm_num
  simp only [slater, map_mul, map_sub, Complex.conj_ofReal]
  linear_combination 2 * (φ x * ψ y - ψ x * φ y)
    * (conj (φ x') * conj (ψ y') - conj (ψ x') * conj (φ y')) * h

/-- The density matrix of a Slater determinant of orthonormal orbitals is the sum of the
projectors on the two orbitals. -/
theorem densityMatrix_slater {φ ψ : α → ℂ} (h : OrthonormalPair φ ψ) (x y : α) :
    densityMatrix (slater φ ψ) x y = φ x * conj (φ y) + ψ x * conj (ψ y) := by
  obtain ⟨h1, h2, h3⟩ := h
  have h4 : ∑ z, conj (ψ z) * φ z = 0 := by
    have := congrArg conj h3
    simpa [map_sum, mul_comm] using this
  calc densityMatrix (slater φ ψ) x y
      = ∑ z, (φ x * ψ z - ψ x * φ z)
          * (conj (φ y) * conj (ψ z) - conj (ψ y) * conj (φ z)) := by
        simp only [densityMatrix, Matrix.of_apply, Finset.mul_sum, slater_mul_conj]
    _ = φ x * conj (φ y) * ∑ z, conj (ψ z) * ψ z - φ x * conj (ψ y) * ∑ z, conj (φ z) * ψ z
        - ψ x * conj (φ y) * ∑ z, conj (ψ z) * φ z
        + ψ x * conj (ψ y) * ∑ z, conj (φ z) * φ z := by
        simp only [Finset.mul_sum, ← Finset.sum_sub_distrib, ← Finset.sum_add_distrib]
        refine Finset.sum_congr rfl fun z _ => ?_
        ring
    _ = φ x * conj (φ y) + ψ x * conj (ψ y) := by
        rw [h1, h2, h3, h4]
        ring

/-- For orthonormal orbitals the pair density of the Slater determinant is a direct term
minus an exchange term. -/
theorem slater_pair_density {φ ψ : α → ℂ} (h : OrthonormalPair φ ψ) (x y : α) :
    2 * (conj (slater φ ψ x y) * slater φ ψ x y)
      = densityMatrix (slater φ ψ) x x * densityMatrix (slater φ ψ) y y
        - densityMatrix (slater φ ψ) x y * densityMatrix (slater φ ψ) y x := by
  rw [mul_comm (conj (slater φ ψ x y)), slater_mul_conj]
  simp only [densityMatrix_slater h]
  ring

/-- For two electrons in a Slater determinant of orthonormal orbitals and disjoint sites
`I` and `J`, the expected `V N_I N_J` minus its Hartree value is `-V Tr(n_IJ n_JI)`. -/
theorem intersite_exchange {φ ψ : α → ℂ} (h : OrthonormalPair φ ψ) (V : ℝ)
    {I J : Finset α} (hIJ : Disjoint I J) :
    expect (slater φ ψ) (intersite V I J)
        - V * (expect (slater φ ψ) (number I) * expect (slater φ ψ) (number J))
      = -V * (block (densityMatrix (slater φ ψ)) I J
            * block (densityMatrix (slater φ ψ)) J I).trace := by
  have hanti : ∀ x y, slater φ ψ y x = -slater φ ψ x y := by
    intro x y
    simp only [slater]
    ring
  have hpop : ∀ K : Finset α, expect (slater φ ψ) (number K)
      = ∑ x ∈ K, densityMatrix (slater φ ψ) x x := fun K =>
    (expect_number _ hanti K).trans
      (Finset.sum_coe_sort K (fun x => densityMatrix (slater φ ψ) x x))
  -- the direct term is the product of the two populations
  have hpair : ∑ x ∈ I, ∑ y ∈ J, 2 * (conj (slater φ ψ x y) * slater φ ψ x y)
      = expect (slater φ ψ) (number I) * expect (slater φ ψ) (number J)
        - ∑ x ∈ I, ∑ y ∈ J,
          densityMatrix (slater φ ψ) x y * densityMatrix (slater φ ψ) y x := by
    rw [hpop I, hpop J, Finset.sum_mul_sum, ← Finset.sum_sub_distrib]
    refine Finset.sum_congr rfl fun x _ => ?_
    rw [← Finset.sum_sub_distrib]
    exact Finset.sum_congr rfl fun y _ => slater_pair_density h x y
  rw [expect_intersite _ hanti V hIJ, hpair, trace_block_mul]
  ring

/-- The exchange trace is the sum of the squared moduli of the density-matrix elements
between the two sites. -/
theorem exchange_trace_eq_sum_sq (Ψ : α → α → ℂ) (I J : Finset α) :
    (block (densityMatrix Ψ) I J * block (densityMatrix Ψ) J I).trace
      = ((∑ x ∈ I, ∑ y ∈ J, ‖densityMatrix Ψ x y‖ ^ 2 : ℝ) : ℂ) := by
  have h2 : conj (2 : ℂ) = 2 := by
    rw [show (2 : ℂ) = ((2 : ℝ) : ℂ) by norm_num, Complex.conj_ofReal]
  rw [trace_block_mul, Complex.ofReal_sum]
  refine Finset.sum_congr rfl fun x _ => ?_
  rw [Complex.ofReal_sum]
  refine Finset.sum_congr rfl fun y _ => ?_
  -- the density matrix is Hermitian
  have hherm : densityMatrix Ψ y x = conj (densityMatrix Ψ x y) := by
    simp only [densityMatrix, Matrix.of_apply, map_mul, map_sum, Complex.conj_conj, h2,
      Finset.mul_sum]
    exact Finset.sum_congr rfl fun z _ => by ring
  rw [hherm, Complex.mul_conj, Complex.normSq_eq_norm_sq]

end

end IntersiteHubbardV
```

```lean
#print axioms IntersiteHubbardV.intersite_exchange
-- 'IntersiteHubbardV.intersite_exchange' depends on axioms: [propext, Classical.choice, Quot.sound]
#print axioms IntersiteHubbardV.exchange_trace_eq_sum_sq
-- 'IntersiteHubbardV.exchange_trace_eq_sum_sq' depends on axioms: [propext, Classical.choice, Quot.sound]
```

## The derivation in the Lean proof

`sum_occ` turns a sum over a site into a weighted sum over the whole basis, and `trace_block_mul` writes the block trace as a double sum over $I$ and $J$.

`expect_number` and `expect_intersite` are the first two steps above, for any antisymmetric amplitude, normalised or not. In both, `hswap` exchanges the electron labels: `Finset.sum_comm` reorders the double sum, and antisymmetry restores the amplitude, its two minus signs cancelling. In `expect_intersite`, `h0` states that no spin-orbital lies on both sites, and the final `linear_combination` uses it at $x$ and at $y$ to remove the two same-electron terms.

`slater_mul_conj` cancels the normalisation factor. `densityMatrix_slater` then follows the four-term expansion: it obtains the second overlap, `h4`, by conjugating the first, and inserts the norms and overlaps. With this form of the density matrix, `slater_pair_density` is a polynomial identity, which `ring` closes.

`intersite_exchange` assembles the result. It checks that the determinant is antisymmetric (`hanti`) and writes the populations as diagonal sums (`hpop`). It then sums the pair density over the two sites (`hpair`), where `Finset.sum_mul_sum` identifies the direct term with the product of populations.

`exchange_trace_eq_sum_sq` proves Hermiticity from the definition of the density matrix and gives the sum of squared moduli. It holds for every two-electron amplitude and every pair of sites, so it needs neither the determinant nor disjointness.
